# Antisymmetrising Orbitals by Sorting Keys: With at Least m² Key Values for m Particles, More Than Half of All Key Assignments Are Free of Repeats

## Two electrons and two keys

Two electrons are to occupy the orbitals φ₀ and φ₁. The simple product φ₀(x₀)φ₁(x₁), with x₀ and x₁ the coordinates of the electrons, is not antisymmetric under exchange. To repair this, give each electron a key with F possible values, put all key assignments in an equal superposition, and sort the keys. If they are already in increasing order, leave the electrons alone; if they are in decreasing order, exchange the electrons and multiply by −1. If the keys are equal, discard the attempt. Finally, erase the record of whether the electrons were exchanged, which is possible when the two orbitals are orthonormal. Keys drawn at random, without superposition, would leave only one of the two products in each run.

Of the F² key assignments, F have equal keys. The other F(F − 1) split evenly between the two orders, so adding their contributions gives

F(F − 1)/2 · [φ₀(x₀)φ₁(x₁) − φ₀(x₁)φ₁(x₀)].

The bracket is the two-electron Slater determinant without its normalisation. The fraction of usable assignments is 1 − 1/F, which is 3/4 for F = 4.

## Preparing fermions in first quantisation

A quantum simulation in first quantisation stores one register per electron, and nothing in that storage enforces antisymmetry. The antisymmetry has to be put into the state itself. One way is to antisymmetrise the initial state; time evolution under a Hamiltonian that treats all electrons alike then preserves it. For m electrons the sorting method raises two questions: how often do the keys repeat, and do all m! permutations occur with equal weight when they don't?

The counting results below answer both for uniformly distributed keys and an initial state built from a single product of orbitals. If F is chosen as the smallest power of two with F ≥ m², the number of qubits in each key register grows only logarithmically with m.

## What is counted, and what is claimed

Number the particles 0, …, m − 1. A key map k assigns to particle i a key k(i) among F values. Let p(m) be the fraction of the Fᵐ key maps in which no key repeats. For F ≥ 1,

1 − m(m − 1)/(2F) ≤ p(m) ≤ exp(−m(m − 1)/(2F)),

and if also F ≥ m², then p(m) > 1/2. Each map without repeats is sorted by exactly one permutation, and each permutation sorts C(F,m) maps, where C(F,m) is the binomial coefficient.

In Lean, a key map has type `Fin m → Fin F`. The set `collisionFree m F` contains the injective ones, and `successProb m F` is their number divided by Fᵐ. This is a ratio of counts; reading it as a probability means taking all key maps as equally likely.

The set `sortedBy F σ` contains the maps for which `k ∘ σ` is strictly increasing. Thus σ(i) is the particle holding the i-th smallest key, counting from zero, and not the rank of particle i. The latter convention would give the inverse permutation, which has the same sign. `Tuple.sort k` is Mathlib's sorting permutation.

The last theorem, `sum_sorted_eq_slater`, takes m complex-valued orbitals on an arbitrary set `X`, whose elements may combine position and spin. The matrix has particles as rows and orbitals as columns. The orbitals need not be orthonormal, and the determinant may vanish, for instance when two orbitals are equal. For orthonormal orbitals the normalised wavefunction is the determinant divided by √(m!).

On a quantum computer the keys are in superposition, and the circuit must leave the sorted keys and any record of the exchanges unentangled with the electron registers. For orthonormal orbitals the record can be erased, because the order of the orbitals in the electron registers shows which exchanges were made. The m! signed terms that share one sorted list of keys then add as amplitudes and form the determinant. The factor C(F,m) in the theorem counts these lists, which are different states of the key registers; it is not an amplitude of the electrons.

## Bounds on the chance of a repeat

Assign the keys one particle at a time. The first has F choices, the next F − 1, and so on, so the number of maps without repeats is

F(F − 1)⋯(F − m + 1).

If m > F, one factor is zero, as it should be. Dividing by Fᵐ and comparing m with m + 1 particles gives

p(m + 1) = p(m)(1 − m/F), with p(0) = 1.

For the lower bound, assume it holds for m. Since p(m) ≤ 1,

p(m + 1) = p(m) − p(m)m/F
≥ p(m) − m/F
≥ 1 − m(m − 1)/(2F) − m/F
= 1 − (m + 1)m/(2F).

The last equality uses m(m − 1) + 2m = m(m + 1). At m = 0 both sides of the bound equal 1, so the induction starts.

Now let F ≥ m². For m ≥ 1 we have m(m − 1) < m² ≤ F, so the subtracted term is below 1/2. For m = 0 it is zero. In both cases p(m) > 1/2.

The upper bound is also proved by induction, and at m = 0 both of its sides equal 1. Assume it holds for m, and use 1 − x ≤ exp(−x) with x = m/F. Since p(m) ≥ 0,

p(m + 1) ≤ p(m) exp(−m/F)
≤ exp(−m(m − 1)/(2F)) exp(−m/F)
= exp(−(m + 1)m/(2F)).

## Equal weights and the determinant

Suppose the keys are all different. Listing the particles by increasing key gives a sorting permutation. If σ and τ both sort k, then k ∘ σ and k ∘ τ are the same increasing list, so k(σ(i)) = k(τ(i)) for every i. Different particles have different keys; hence σ = τ.

Let S(τ) be the set of key maps sorted by τ. If k belongs to S(τ), then k ∘ τ is already increasing and belongs to S(1), where 1 is the identity. The inverse operation sends l to l ∘ τ⁻¹, so S(τ) and S(1) have equally many elements. The m! sets S(τ) divide up all maps without repeats, whose number is m! C(F,m). Each set therefore has C(F,m) elements. When m ≤ F, this is a fraction 1/m! of the maps without repeats.

Write σₖ for the permutation that sorts k. Grouping the signed orbital products by permutation gives

∑ₖ sign(σₖ) ∏ᵢ φᵢ(x at σₖ(i))
= ∑_σ C(F,m) sign(σ) ∏ᵢ φᵢ(x at σ(i))
= C(F,m) det[φⱼ(xᵢ)].

Here "x at σ(i)" means the coordinate of particle σ(i), and the first sum runs over maps without repeats. The last line is the Leibniz formula for the determinant.

## Three electrons with nine key values

Take m = 3 and F = 9, the smallest F with F ≥ m². There are 729 key maps, of which 9 · 8 · 7 = 504 have no repeat, so

p(3) = 504/729 = 56/81 ≈ 0.691.

The lower bound is 1 − 6/18 ≈ 0.667 and the upper bound is exp(−1/3) ≈ 0.717. Each of the six permutations sorts 504/6 = 84 = C(9,3) maps.

For the keys (7, 2, 5), particle 1 comes first, then particle 2, then particle 0. This cyclic permutation is even, so the map contributes +φ₀(x₁)φ₁(x₂)φ₂(x₀).

## The complete Lean development

```lean
import Mathlib

open Finset

namespace AntisymmetrisationBySorting

noncomputable section

open scoped Classical in
/-- The collision-free key maps: `m` particles receive pairwise different keys
out of `F` values. -/
def collisionFree (m F : ℕ) : Finset (Fin m → Fin F) :=
  univ.filter (fun k => Function.Injective k)

open scoped Classical in
/-- The key maps that the permutation `σ` puts in strictly increasing order. -/
def sortedBy (F : ℕ) {m : ℕ} (σ : Equiv.Perm (Fin m)) : Finset (Fin m → Fin F) :=
  univ.filter (fun k => StrictMono (k ∘ σ))

/-- The fraction of the `F ^ m` key maps that are collision-free, for `F ≥ 1`. -/
def successProb (m F : ℕ) : ℝ := ((collisionFree m F).card : ℝ) / (F : ℝ) ^ m

/-- The number of collision-free key maps is the falling factorial
`F (F - 1) ⋯ (F - m + 1)`. -/
theorem card_collisionFree (m F : ℕ) :
    (collisionFree m F).card = F.descFactorial m := by
  unfold collisionFree
  rw [← Fintype.card_subtype,
    Fintype.card_congr (Equiv.subtypeInjectiveEquivEmbedding _ _),
    Fintype.card_embedding_eq]
  simp

/-- With `F ≥ 1` key values, adding a particle to `m` others multiplies the
collision-free fraction by `1 - m / F`. -/
theorem successProb_succ {F : ℕ} (hF : 1 ≤ F) (m : ℕ) :
    successProb (m + 1) F = successProb m F * (1 - (m : ℝ) / F) := by
  have hF0 : (F : ℝ) ≠ 0 := by
    have : F ≠ 0 := by omega
    exact_mod_cast this
  unfold successProb
  simp only [card_collisionFree]
  rcases le_or_gt m F with h | h
  · have h1 : 1 - (m : ℝ) / F = ((F : ℝ) - m) / F := by rw [sub_div, div_self hF0]
    rw [h1, div_mul_div_comm, Nat.descFactorial_succ, pow_succ, Nat.cast_mul,
      Nat.cast_sub h, mul_comm ((F : ℝ) - m)]
  · -- more particles than keys: both sides vanish
    rw [Nat.descFactorial_of_lt h, Nat.descFactorial_of_lt (Nat.lt_succ_of_lt h)]
    simp

/-- With `F ≥ 1` key values, the fraction of key maps that are collision-free is at least
`1 - m (m - 1) / (2 F)`. -/
theorem successProb_lower {F : ℕ} (hF : 1 ≤ F) (m : ℕ) :
    1 - (m : ℝ) * (m - 1) / (2 * F) ≤ successProb m F := by
  induction m with
  | zero => simp [successProb, card_collisionFree]
  | succ m ih =>
    have hp : successProb m F ≤ 1 := by
      unfold successProb
      rw [card_collisionFree]
      exact div_le_one_of_le₀ (by exact_mod_cast Nat.descFactorial_le_pow F m)
        (by positivity)
    -- adding the new particle lowers the collision-free fraction by at most m / F
    have hx : successProb m F * ((m : ℝ) / F) ≤ (m : ℝ) / F :=
      mul_le_of_le_one_left (by positivity) hp
    have hs : ((m + 1 : ℕ) : ℝ) * (((m + 1 : ℕ) : ℝ) - 1) / (2 * F)
        = (m : ℝ) * (m - 1) / (2 * F) + (m : ℝ) / F := by
      push_cast
      ring
    have he : successProb m F * (1 - (m : ℝ) / F)
        = successProb m F - successProb m F * ((m : ℝ) / F) := by ring
    rw [successProb_succ hF, hs, he]
    linarith

/-- With `F ≥ 1` and `F ≥ m ^ 2` key values, more than half of all key maps are
collision-free. -/
theorem half_lt_successProb {m F : ℕ} (hF : 1 ≤ F) (h : m ^ 2 ≤ F) :
    1 / 2 < successProb m F := by
  have hF' : (1 : ℝ) ≤ F := by exact_mod_cast hF
  have h' : (m : ℝ) ^ 2 ≤ F := by exact_mod_cast h
  have hlt : (m : ℝ) * (m - 1) / (2 * F) < 1 / 2 := by
    rw [div_lt_iff₀ (by linarith)]
    rcases Nat.eq_zero_or_pos m with h0 | h0
    · subst h0
      norm_num
      linarith
    · have hm : (1 : ℝ) ≤ m := by exact_mod_cast h0
      nlinarith
  linarith [successProb_lower hF m]

/-- With `F ≥ 1` key values, the collision-free fraction of key maps is at most
`exp (-m (m - 1) / (2 F))`. -/
theorem successProb_upper {F : ℕ} (hF : 1 ≤ F) (m : ℕ) :
    successProb m F ≤ Real.exp (-((m : ℝ) * (m - 1) / (2 * F))) := by
  induction m with
  | zero => simp [successProb, card_collisionFree]
  | succ m ih =>
    have hp : 0 ≤ successProb m F := by
      unfold successProb
      positivity
    have hx : 1 - (m : ℝ) / F ≤ Real.exp (-((m : ℝ) / F)) := by
      linarith [Real.add_one_le_exp (-((m : ℝ) / F))]
    rw [successProb_succ hF]
    calc successProb m F * (1 - (m : ℝ) / F)
        ≤ successProb m F * Real.exp (-((m : ℝ) / F)) :=
          mul_le_mul_of_nonneg_left hx hp
      _ ≤ Real.exp (-((m : ℝ) * (m - 1) / (2 * F))) * Real.exp (-((m : ℝ) / F)) :=
          mul_le_mul_of_nonneg_right ih (Real.exp_pos _).le
      _ = _ := by
          rw [← Real.exp_add]
          congr 1
          push_cast
          ring

/-- A collision-free key map is put in increasing order by exactly one permutation. -/
theorem existsUnique_sorting {m F : ℕ} {k : Fin m → Fin F}
    (hk : Function.Injective k) : ∃! σ : Equiv.Perm (Fin m), StrictMono (k ∘ σ) := by
  refine ⟨Tuple.sort k, (Tuple.monotone_sort k).strictMono_of_injective
    (hk.comp (Tuple.sort k).injective), fun τ hτ => ?_⟩
  -- two sorted rearrangements agree, and distinct keys identify the particles
  have h := Tuple.unique_monotone hτ.monotone (Tuple.monotone_sort k)
  exact Equiv.ext fun i => hk (congrFun h i)

/-- The collision-free key maps whose sorting permutation is `σ` are exactly those
that `σ` puts in strictly increasing order. -/
theorem filter_sort_eq {m : ℕ} (F : ℕ) (σ : Equiv.Perm (Fin m)) :
    (collisionFree m F).filter (fun k => Tuple.sort k = σ) = sortedBy F σ := by
  ext k
  simp only [collisionFree, sortedBy, mem_filter, mem_univ, true_and]
  constructor
  · rintro ⟨hk, rfl⟩
    exact (Tuple.monotone_sort k).strictMono_of_injective
      (hk.comp (Tuple.sort k).injective)
  · intro h
    have hk : Function.Injective k := (Equiv.injective_comp σ k).mp h.injective
    exact ⟨hk, (existsUnique_sorting hk).unique
      ((Tuple.monotone_sort k).strictMono_of_injective
        (hk.comp (Tuple.sort k).injective)) h⟩

/-- Every permutation of the particles sorts the same number of key maps, namely
`F` choose `m`. -/
theorem card_sortedBy {m : ℕ} (F : ℕ) (σ : Equiv.Perm (Fin m)) :
    (sortedBy F σ).card = F.choose m := by
  -- relabelling the particles carries the class of τ to the class of the identity
  have hs : ∀ τ : Equiv.Perm (Fin m),
      (sortedBy F τ).card = (sortedBy F (1 : Equiv.Perm (Fin m))).card := by
    intro τ
    refine Finset.card_bij (fun k _ => k ∘ τ) ?_ ?_ ?_
    · intro k hk
      simpa [sortedBy] using hk
    · intro k _ l _ h
      exact τ.surjective.injective_comp_right h
    · intro l hl
      have e : (l ∘ τ.symm) ∘ τ = l := by
        funext i
        simp
      refine ⟨l ∘ τ.symm, ?_, e⟩
      simp only [sortedBy, mem_filter, mem_univ, true_and] at hl ⊢
      rw [e]
      exact hl
  -- the m! classes partition the collision-free key maps
  have h := Finset.card_eq_sum_card_fiberwise (f := Tuple.sort)
    (s := collisionFree m F) (t := Finset.univ) (fun _ _ => by simp)
  simp only [filter_sort_eq] at h
  rw [Finset.sum_congr rfl (fun τ _ => (hs τ).trans (hs σ).symm), Finset.sum_const,
    Finset.card_univ, Fintype.card_perm, Fintype.card_fin, card_collisionFree,
    Nat.descFactorial_eq_factorial_mul_choose, smul_eq_mul] at h
  exact (Nat.eq_of_mul_eq_mul_left (Nat.factorial_pos m) h).symm

/-- For `m ≤ F`, each permutation is the sorting permutation of a fraction `1 / m!`
of the collision-free key maps. -/
theorem sorting_uniform {m F : ℕ} (h : m ≤ F) (σ : Equiv.Perm (Fin m)) :
    ((sortedBy F σ).card : ℝ) / (collisionFree m F).card = 1 / (m.factorial : ℝ) := by
  have hc : (F.choose m : ℝ) ≠ 0 := by exact_mod_cast (Nat.choose_pos h).ne'
  have hm : (m.factorial : ℝ) ≠ 0 := by exact_mod_cast m.factorial_ne_zero
  rw [card_sortedBy, card_collisionFree, Nat.descFactorial_eq_factorial_mul_choose,
    Nat.cast_mul, div_eq_div_iff (mul_ne_zero hm hc) hm]
  ring

/-- Permute the particles in a product of orbitals by the sorting permutation of the
keys, with its sign. The sum over collision-free key maps is `F` choose `m` times the
unnormalised Slater determinant. -/
theorem sum_sorted_eq_slater {X : Type*} {m : ℕ} (F : ℕ) (φ : Fin m → X → ℂ)
    (x : Fin m → X) :
    ∑ k ∈ collisionFree m F, ((Equiv.Perm.sign (Tuple.sort k) : ℤ) : ℂ) *
        ∏ i, φ i (x (Tuple.sort k i))
      = (F.choose m : ℂ) * (Matrix.of fun i j => φ j (x i)).det := by
  -- group the keys by their sorting permutation
  rw [← Finset.sum_fiberwise (collisionFree m F) Tuple.sort, Matrix.det_apply',
    Finset.mul_sum]
  refine Finset.sum_congr rfl fun σ _ => ?_
  have hσ : ∀ k ∈ (collisionFree m F).filter (fun k => Tuple.sort k = σ),
      ((Equiv.Perm.sign (Tuple.sort k) : ℤ) : ℂ) * ∏ i, φ i (x (Tuple.sort k i))
        = ((Equiv.Perm.sign σ : ℤ) : ℂ) * ∏ i, φ i (x (σ i)) := by
    intro k hk
    rw [(Finset.mem_filter.mp hk).2]
  rw [Finset.sum_congr rfl hσ]
  simp only [Finset.sum_const, filter_sort_eq, card_sortedBy, nsmul_eq_mul,
    Matrix.of_apply]

end

end AntisymmetrisationBySorting
```

```lean
#print axioms AntisymmetrisationBySorting.half_lt_successProb
#print axioms AntisymmetrisationBySorting.successProb_upper
#print axioms AntisymmetrisationBySorting.sorting_uniform
#print axioms AntisymmetrisationBySorting.sum_sorted_eq_slater
```

```
'AntisymmetrisationBySorting.half_lt_successProb' depends on axioms: [propext, Classical.choice, Quot.sound]
'AntisymmetrisationBySorting.successProb_upper' depends on axioms: [propext, Classical.choice, Quot.sound]
'AntisymmetrisationBySorting.sorting_uniform' depends on axioms: [propext, Classical.choice, Quot.sound]
'AntisymmetrisationBySorting.sum_sorted_eq_slater' depends on axioms: [propext, Classical.choice, Quot.sound]
```

## From the falling factorial to the two bounds

`card_collisionFree` identifies injective functions with embeddings, whose number Mathlib gives as the falling factorial `F.descFactorial m`. `successProb_succ` then proves the recursion. It separates m ≤ F, where the natural-number subtraction F − m agrees with the real one, from m > F, where both sides vanish.

`successProb_lower` is the induction above. Its intermediate facts `hp`, `hx` and `hs` are, in order, p(m) ≤ 1, the bound p(m)m/F ≤ m/F, and the algebra that turns the bound for m into the bound for m + 1. `linarith` combines them with the induction hypothesis. `half_lt_successProb` shows that the subtracted term is below 1/2, treating m = 0 separately, and applies the lower bound.

`successProb_upper` obtains 1 − x ≤ exp(−x) from `Real.add_one_le_exp`. The `calc` block has the same two inequalities as the derivation, followed by the addition of exponents.

## From unique sorting to the Slater determinant

In `existsUnique_sorting`, `Tuple.sort k` supplies a permutation that puts the keys in non-decreasing order, and injectivity makes the order strict. For uniqueness, `Tuple.unique_monotone` says that two monotone rearrangements of k are equal, and injectivity of k then identifies the permutations.

`filter_sort_eq` connects two descriptions of one class: the injective maps whose computed sorting permutation is σ, and the maps that σ puts in strictly increasing order. In the second description injectivity is not assumed; it follows from the strict order.

`card_sortedBy` carries out the relabelling argument. `Finset.card_bij` uses the map k ↦ k ∘ τ to show that every class is as large as that of the identity, and `Finset.card_eq_sum_card_fiberwise` splits the injective maps into classes. What remains is an equation with m! on both sides, which is cancelled. The result also holds for m > F, where every class is empty and C(F,m) = 0.

`sorting_uniform` divides the two counts. Its hypothesis m ≤ F ensures that there are maps without repeats to divide by.

Finally, `sum_sorted_eq_slater` groups the sum with `Finset.sum_fiberwise` and expands the determinant with `Matrix.det_apply'`. Within one class every summand is the same, as `hσ` records, so the inner sum is the class size times one Leibniz term. `card_sortedBy` gives that size as C(F,m) for every σ, and the common factor multiplies the whole determinant.
